# Ground states of the antiferromagnetic Ising tetrahedron of the fcc lattice: spin sum 0, 2 or 4 as the field grows

## From one bond to the tetrahedron

Take two classical Ising spins $\sigma_0,\sigma_1=\pm1$ with energy $\frac J2\sigma_0\sigma_1-\frac h8 M$, where $M=\sigma_0+\sigma_1$, $J>0$ is the antiferromagnetic coupling and $h$ is the field. The factors $\frac12$ and $\frac18$ anticipate the fcc crystal, where two tetrahedra share each bond and eight share each site. Since $M^2=2+2\sigma_0\sigma_1$, the energy depends only on $M$. It is $-J/2$ at $M=0$ and $J/2\mp h/4$ at $M=\pm2$. The antiparallel pair therefore wins for $|h|<4J$, and the pair aligned with the field wins for $h>4J$.

A tetrahedron has four spins $\sigma_0,\dots,\sigma_3$ and six bonds. With $M=\sum_i\sigma_i$ and $P=\sum_{i<j}\sigma_i\sigma_j$, expanding the square gives $M^2=4+2P$, hence

$$E=\frac J2P-\frac h8M=\frac J4(M^2-4)-\frac h8M .$$

Only five values of $M$ occur:

| $M$ | $-4$ | $-2$ | $0$ | $2$ | $4$ |
|---|---|---|---|---|---|
| $E$ | $3J+h/2$ | $h/4$ | $-J$ | $-h/4$ | $3J-h/2$ |

Write $E_M$ for these levels.

- For $|h|<4J$, both $E_{\pm2}-E_0=J\mp h/4$ and $E_{\pm4}-E_0=4J\mp h/2$ are positive, so exactly the states with $M=0$ are minimal.
- For $h>0$, each negative $M$ lies above its mirror image, because $E_{-m}-E_m=hm/4$ for $m=2,4$. It remains to compare $E_2-E_0=J-h/4$ and $E_4-E_2=3J-h/4$. The minimum is at $M=2$ for $4J<h<12J$ and at $M=4$ for $h>12J$.
- At $h=4J$ the levels $M=0,2$ tie, and at $h=12J$ the levels $M=2,4$ tie.

## From the tetrahedron to the crystal

Let a periodic fcc crystal have spins $s_x$ and correlations $C(d)=\sum_x s_xs_{x+d}$. Take as primitive translations $a,b,c$ the vectors from a cube corner to the three adjacent face centres. Then $a,b,c,b-a,c-a,c-b$ and their negatives lead to the twelve nearest neighbours of a site. The energy is

$$H=J\,[C(a)+C(b)+C(c)+C(b-a)+C(c-a)+C(c-b)]-h\sum_x s_x .$$

The upward tetrahedra $x,x+a,x+b,x+c$ have total pair sum equal to the bracket. So do the downward ones, with reversed translations, because $C(-d)=C(d)$. Each family counts every site four times. Summing $E$ over both families gives $2\cdot\frac J2$ times the bracket minus $8\cdot\frac h8\sum_x s_x$, which is $H$.

If $s$ is constant along $a$ and changes sign along $b$ and $c$, every tetrahedron carries $s_x,s_x,-s_x,-s_x$ and has $M=0$. For $|h|<4J$ every term is then minimal, and so is $H$.

In a binary alloy $\sigma=\pm1$ labels the species, and $h=\frac12(\mu_+-\mu_-)-V$. Here $\mu_\pm$ are the chemical potentials of the species with $\sigma=\pm1$, and $V$ is the coefficient of $\sum_x s_x$ in the cluster expansion of the energy, zero if there is no such point term. For $|h|<4J$ this identifies a layered 1:1 ground state when the only interactions are nearest-neighbour pairs.

## Spins and energy in Lean

```lean
import Mathlib

open Finset

namespace FccTetrahedronGroundStates

noncomputable section
```

Spins are units of the integers, `ℤˣ`, which are exactly $\pm1$. The sites are numbered 0 to 3.

```lean
/-- The total spin `M` of the four sites of a tetrahedron. -/
def spinSum (σ : Fin 4 → ℤˣ) : ℤ := (σ 0 : ℤ) + σ 1 + σ 2 + σ 3
```

`spinSum` is $M$, and `pairSum` is $P$.

```lean
/-- The sum of the spin products over the six edges of a tetrahedron. -/
def pairSum (σ : Fin 4 → ℤˣ) : ℤ :=
  (σ 0 : ℤ) * σ 1 + (σ 0 : ℤ) * σ 2 + (σ 0 : ℤ) * σ 3
    + (σ 1 : ℤ) * σ 2 + (σ 1 : ℤ) * σ 3 + (σ 2 : ℤ) * σ 3
```

The parameters $J$ and $h$ are real.

```lean
/-- The tetrahedron energy with coupling `J` and field `h`. -/
def energy (J h : ℝ) (σ : Fin 4 → ℤˣ) : ℝ :=
  J / 2 * (pairSum σ : ℝ) - h / 8 * (spinSum σ : ℝ)
```

A ground state is compared with all sixteen configurations.

```lean
/-- A tetrahedron configuration is a ground state if no other has lower energy. -/
def IsGround (J h : ℝ) (σ : Fin 4 → ℤˣ) : Prop :=
  ∀ τ, energy J h σ ≤ energy J h τ
```

## Five levels

```lean
/-- A spin takes the value `1` or `-1`. -/
lemma spin_val (u : ℤˣ) : (u : ℤ) = 1 ∨ (u : ℤ) = -1 := by
  rcases Int.units_eq_one_or u with h | h <;> simp [h]
```

The two values of each spin leave five values of $M$, which `omega` finds by integer arithmetic.

```lean
/-- The total spin of a tetrahedron is one of `-4, -2, 0, 2, 4`. -/
lemma spinSum_mem (σ : Fin 4 → ℤˣ) :
    spinSum σ = -4 ∨ spinSum σ = -2 ∨ spinSum σ = 0 ∨ spinSum σ = 2 ∨ spinSum σ = 4 := by
  have h0 := spin_val (σ 0)
  have h1 := spin_val (σ 1)
  have h2 := spin_val (σ 2)
  have h3 := spin_val (σ 3)
  unfold spinSum
  omega
```

Next comes the expansion of the square: `key` is $2P=M^2-4$, obtained from $\sigma_i^2=1$.

```lean
/-- The tetrahedron energy is a quadratic function of the total spin alone. -/
theorem energy_eq (J h : ℝ) (σ : Fin 4 → ℤˣ) :
    energy J h σ = J / 4 * ((spinSum σ : ℝ) ^ 2 - 4) - h / 8 * (spinSum σ : ℝ) := by
  have sq : ∀ i, (σ i : ℤ) ^ 2 = 1 := fun i => by
    rcases spin_val (σ i) with h | h <;> rw [h] <;> norm_num
  have key : 2 * pairSum σ = spinSum σ ^ 2 - 4 := by
    unfold pairSum spinSum
    linear_combination -sq 0 - sq 1 - sq 2 - sq 3
  have keyR : 2 * (pairSum σ : ℝ) = (spinSum σ : ℝ) ^ 2 - 4 := by exact_mod_cast key
  unfold energy
  linear_combination J / 4 * keyR
```

Being a ground state now reduces to five inequalities. One direction tests a representative of each level; the other uses the list of possible $M$.

```lean
/-- A configuration is a ground state exactly when its energy does not exceed any of the
five levels of the tetrahedron. -/
lemma isGround_iff (J h : ℝ) (σ : Fin 4 → ℤˣ) :
    IsGround J h σ ↔
      energy J h σ ≤ 3 * J + h / 2 ∧ energy J h σ ≤ h / 4 ∧ energy J h σ ≤ -J ∧
      energy J h σ ≤ -h / 4 ∧ energy J h σ ≤ 3 * J - h / 2 := by
  constructor
  · intro H
    -- one representative configuration for each level
    have level : ∀ (τ : Fin 4 → ℤˣ) (m : ℤ), spinSum τ = m →
        energy J h σ ≤ J / 4 * ((m : ℝ) ^ 2 - 4) - h / 8 * (m : ℝ) := by
      intro τ m hm
      rw [← hm, ← energy_eq]
      exact H τ
    have a := level ![-1, -1, -1, -1] (-4) (by decide)
    have b := level ![1, -1, -1, -1] (-2) (by decide)
    have c := level ![1, 1, -1, -1] 0 (by decide)
    have d := level ![1, 1, 1, -1] 2 (by decide)
    have e := level ![1, 1, 1, 1] 4 (by decide)
    push_cast at a b c d e
    exact ⟨by linarith, by linarith, by linarith, by linarith, by linarith⟩
  · rintro ⟨a, b, c, d, e⟩ τ
    rw [energy_eq J h τ]
    rcases spinSum_mem τ with m | m | m | m | m <;> rw [m] <;> push_cast <;> linarith
```

## The field ranges

The main theorem states, for each configuration, that being a ground state is equivalent to having the stated $M$. For a wrong $M$, `linarith` finds a violated level inequality; for the right one it verifies all five.

```lean
/-- For `J > 0` the ground states of the tetrahedron are exactly the configurations with
`M = 0` for `|h| < 4J`, `M = 2` for `4J < h < 12J`, and `M = 4` for `h > 12J`. -/
theorem ground_states {J : ℝ} (hJ : 0 < J) (h : ℝ) (σ : Fin 4 → ℤˣ) :
    (|h| < 4 * J → (IsGround J h σ ↔ spinSum σ = 0)) ∧
    (4 * J < h ∧ h < 12 * J → (IsGround J h σ ↔ spinSum σ = 2)) ∧
    (12 * J < h → (IsGround J h σ ↔ spinSum σ = 4)) := by
  rw [isGround_iff, energy_eq, abs_lt]
  refine ⟨fun ⟨h1, h2⟩ => ?_, fun ⟨h1, h2⟩ => ?_, fun h1 => ?_⟩
  all_goals
    constructor
    · rintro ⟨a, b, c, d, e⟩
      by_contra hne
      -- every other value of the total spin lies above one of the levels
      rcases spinSum_mem σ with m | m | m | m | m <;> rw [m] at a b c d e hne <;>
        push_cast at a b c d e <;> simp at hne <;> linarith
    · intro m
      rw [m]
      push_cast
      refine ⟨?_, ?_, ?_, ?_, ?_⟩ <;> linarith
```

The two positive fields at which levels tie for the minimum are treated in the same way.

```lean
/-- For `J > 0`, at `h = 4J` the ground states are those with `M = 0` or `M = 2`, and at `h = 12J`
those with `M = 2` or `M = 4`. -/
theorem ground_states_boundary {J : ℝ} (hJ : 0 < J) (σ : Fin 4 → ℤˣ) :
    (IsGround J (4 * J) σ ↔ spinSum σ = 0 ∨ spinSum σ = 2) ∧
    (IsGround J (12 * J) σ ↔ spinSum σ = 2 ∨ spinSum σ = 4) := by
  simp only [isGround_iff, energy_eq]
  constructor
  all_goals
    constructor
    · rintro ⟨a, b, c, d, e⟩
      by_contra hne
      rcases spinSum_mem σ with m | m | m | m | m <;> rw [m] at a b c d e hne <;>
        push_cast at a b c d e <;> simp at hne <;> linarith
    · rintro (m | m) <;> rw [m] <;> push_cast <;>
        refine ⟨?_, ?_, ?_, ?_, ?_⟩ <;> linarith
```

## The periodic crystal

The crystal is a finite abelian group `G`, and `corr` is $C(d)$.

```lean
variable {G : Type*} [AddCommGroup G] [Fintype G]

/-- The sum over all sites of the product of two spins separated by `d`. -/
def corr (s : G → ℤˣ) (d : G) : ℤ := ∑ x, (s x : ℤ) * s (x + d)
```

The translations are arbitrary elements of `G`. For the fcc reading they should generate `G`. Each element of `G` then stands for a site together with its periodic images, and the energy is that of one period; in a small cell some of the twelve neighbours of a site may be images of each other.

```lean
/-- The energy of a periodic fcc crystal with primitive translations `a, b, c`: coupling `J`
on the six nearest-neighbour bond directions and field `h` on every site. -/
def latticeEnergy (J h : ℝ) (a b c : G) (s : G → ℤˣ) : ℝ :=
  J * ((corr s a + corr s b + corr s c + corr s (b - a) + corr s (c - a)
    + corr s (c - b) : ℤ) : ℝ) - h * ((∑ x, (s x : ℤ) : ℤ) : ℝ)

/-- The spins on the tetrahedron with corners `x, x + a, x + b, x + c`. -/
def tet (a b c : G) (s : G → ℤˣ) (x : G) : Fin 4 → ℤˣ :=
  ![s x, s (x + a), s (x + b), s (x + c)]
```

Relabelling the sites shows that a pair sum depends only on the separation.

```lean
/-- By translation invariance a pair sum depends only on the separation. -/
lemma sum_pair (s : G → ℤˣ) (p q : G) :
    ∑ x, (s (x + p) : ℤ) * s (x + q) = corr s (q - p) := by
  unfold corr
  rw [← Equiv.sum_comp (Equiv.addRight p) (fun x => (s x : ℤ) * s (x + (q - p)))]
  refine Finset.sum_congr rfl fun x _ => ?_
  have e : x + p + (q - p) = x + q := by abel
  simp only [Equiv.coe_addRight, e]
```

The decomposition follows the count above: `pairs` handles the bonds and `spins` the sites.

```lean
/-- The crystal energy is the sum of the energies of all upward and downward tetrahedra. -/
theorem latticeEnergy_eq (J h : ℝ) (a b c : G) (s : G → ℤˣ) :
    latticeEnergy J h a b c s =
      ∑ x, (energy J h (tet a b c s x) + energy J h (tet (-a) (-b) (-c) s x)) := by
  have neg : ∀ d, corr s (-d) = corr s d := by
    intro d
    have t := sum_pair s d 0
    simp only [add_zero, zero_sub] at t
    rw [← t]
    exact Finset.sum_congr rfl fun x _ => mul_comm _ _
  have pairs : ∀ a b c : G, ∑ x, pairSum (tet a b c s x) = corr s a + corr s b + corr s c
      + corr s (b - a) + corr s (c - a) + corr s (c - b) := by
    intro a b c
    rw [← sum_pair s a b, ← sum_pair s a c, ← sum_pair s b c]
    simp only [corr, ← Finset.sum_add_distrib]
    rfl
  have shift : ∀ p : G, ∑ x, (s (x + p) : ℤ) = ∑ x, (s x : ℤ) := fun p =>
    Equiv.sum_comp (Equiv.addRight p) (fun x => (s x : ℤ))
  have spins : ∀ a b c : G, ∑ x, spinSum (tet a b c s x) = 4 * ∑ x, (s x : ℤ) := by
    intro a b c
    change ∑ x, ((s x : ℤ) + s (x + a) + s (x + b) + s (x + c)) = _
    simp only [Finset.sum_add_distrib, shift]
    ring
  -- each bond lies in two tetrahedra and each site in eight
  have down := pairs (-a) (-b) (-c)
  have e : ∀ p q : G, -q - -p = -(q - p) := fun p q => by abel
  simp only [e, neg] at down
  simp only [energy, Finset.sum_add_distrib, Finset.sum_sub_distrib, ← Finset.mul_sum,
    ← Int.cast_sum]
  rw [pairs a b c, down, spins a b c, spins (-a) (-b) (-c)]
  unfold latticeEnergy
  push_cast
  ring
```

The layered state is minimal tetrahedron by tetrahedron. The theorem covers $|h|<4J$ and does not say that the minimizer is unique.

```lean
/-- For `|h| < 4J`, spins constant along `a` and alternating along `b` and `c` minimize the
energy of the whole crystal. -/
theorem layered_ground {J h : ℝ} (hf : |h| < 4 * J) (a b c : G) (s : G → ℤˣ)
    (ha : ∀ x, s (x + a) = s x) (hb : ∀ x, s (x + b) = -s x)
    (hc : ∀ x, s (x + c) = -s x) (t : G → ℤˣ) :
    latticeEnergy J h a b c s ≤ latticeEnergy J h a b c t := by
  have hJ : 0 < J := by linarith [abs_nonneg h]
  have ground : ∀ a b c : G, (∀ x, s (x + a) = s x) → (∀ x, s (x + b) = -s x) →
      (∀ x, s (x + c) = -s x) → ∀ x, IsGround J h (tet a b c s x) := by
    intro a b c ha hb hc x
    refine ((ground_states hJ h _).1 hf).mpr ?_
    change (s x : ℤ) + s (x + a) + s (x + b) + s (x + c) = 0
    rw [ha, hb, hc]
    simp only [Units.val_neg]
    ring
  -- the same relations hold for the reversed translations
  have ha' : ∀ x, s (x + -a) = s x := fun x => by
    have := ha (x + -a)
    rw [neg_add_cancel_right] at this
    exact this.symm
  have hb' : ∀ x, s (x + -b) = -s x := fun x => by
    have := hb (x + -b)
    rw [neg_add_cancel_right] at this
    rw [this, neg_neg]
  have hc' : ∀ x, s (x + -c) = -s x := fun x => by
    have := hc (x + -c)
    rw [neg_add_cancel_right] at this
    rw [this, neg_neg]
  rw [latticeEnergy_eq, latticeEnergy_eq]
  exact Finset.sum_le_sum fun x _ =>
    add_le_add (ground a b c ha hb hc x _) (ground (-a) (-b) (-c) ha' hb' hc' x _)
```

A concrete pattern on a $4\times4\times4$ cell satisfies the three layer relations, checked by evaluation at all 64 sites.

```lean
/-- A spin pattern on a periodic cell of 4 × 4 × 4 sites, set by the parity of the sum of the
last two coordinates. -/
def layers (x : ZMod 4 × ZMod 4 × ZMod 4) : ℤˣ :=
  if (x.2.1 + x.2.2).val % 2 = 0 then 1 else -1

/-- The pattern `layers` is constant along the first primitive translation and alternates
along the other two. -/
theorem layered_ground_witness :
    (∀ x, layers (x + (1, 0, 0)) = layers x) ∧
    (∀ x, layers (x + (0, 1, 0)) = -layers x) ∧
    (∀ x, layers (x + (0, 0, 1)) = -layers x) := by
  unfold layers
  refine ⟨?_, ?_, ?_⟩ <;> decide +kernel

end

end FccTetrahedronGroundStates
```

```lean
#print axioms FccTetrahedronGroundStates.ground_states
-- 'FccTetrahedronGroundStates.ground_states' depends on axioms: [propext, Classical.choice, Quot.sound]
#print axioms FccTetrahedronGroundStates.ground_states_boundary
-- 'FccTetrahedronGroundStates.ground_states_boundary' depends on axioms: [propext, Classical.choice, Quot.sound]
#print axioms FccTetrahedronGroundStates.layered_ground
-- 'FccTetrahedronGroundStates.layered_ground' depends on axioms: [propext, Classical.choice, Quot.sound]
```

## The same tetrahedron as a lattice gas

The sites could also carry occupations $n_i=(1+\sigma_i)/2\in\{0,1\}$. With $N=\sum_i n_i$, the energy becomes, up to a constant, $2J\sum_{i<j}n_in_j-\mu N$ with $\mu=3J+h/4$. Here $\mu$ is the share of one tetrahedron: the chemical potential per particle in the crystal is $8\mu$, since each site lies in eight tetrahedra. The three classes become $N=2,3,4$, and the transitions move to $\mu=4J$ and $\mu=6J$. The physics is unchanged, but the symmetry under reversing all spins and the field is less visible.
